# The purified energy functional has a second-order error about a projector commuting with the Hamiltonian

In a large insulator the density matrix decays with distance, and linear-scaling methods save work by discarding its distant elements. The truncated matrix is no longer a projector. How large an energy error results?

Let $K=H-\mu$ be the one-electron Hamiltonian measured from the chemical potential, in an orthonormal basis, and let $P$ be a real symmetric projector commuting with $K$. Density-matrix minimization uses

$$\Omega(L)=\mathrm{Tr}\big((3L^2-2L^3)K\big),$$

which equals $\mathrm{Tr}(PK)$ at $L=P$. Write $\|A\|_F$ for the Frobenius norm of a matrix $A$, $\|K\|$ for the operator norm, and $d=\|D\|_F$ for the size of an error $D$. The claim is

$$|\Omega(P+D)-\Omega(P)|\le\|K\|\,(3d^2+2d^3).$$

## Cancellation of the linear term

Insert $L=P+D$ and use $P^2=P$, $PK=KP$ and cyclicity of the trace. The terms linear in $D$ are

- from $L^2$: $\mathrm{Tr}(PDK)+\mathrm{Tr}(DPK)=2\,\mathrm{Tr}(DPK)$;
- from $L^3$: $\mathrm{Tr}(PDK)+\mathrm{Tr}(PDPK)+\mathrm{Tr}(DPK)=3\,\mathrm{Tr}(DPK)$.

With weights $3$ and $-2$ they cancel. The quadratic terms are

$$3\,\mathrm{Tr}(D^2K)-4\,\mathrm{Tr}(D^2PK)-2\,\mathrm{Tr}(DPDK).$$

With the reflection $S=1-2P$, which is $-1$ on occupied and $+1$ on empty orbitals, this gives

$$\Omega(P+D)-\Omega(P)=2\,\mathrm{Tr}(D^2SK)+\mathrm{Tr}(DSDK)-2\,\mathrm{Tr}(D^3K).$$

The two quadratic traces must not be merged, because $D$ need not commute with $P$. For $K=\mathrm{diag}(-1,1)$, $P=\mathrm{diag}(1,0)$ and a symmetric $D$ with only off-diagonal entries $x$, the correct value is $4x^2-2x^2=2x^2$; merging them would give $6x^2$.

## Bounding the three traces

Cauchy–Schwarz gives $|\mathrm{Tr}(AB)|\le\|A\|_F\|B\|_F$. Applying $K$ to each column of $D$ gives $\|KD\|_F\le\|K\|d$. Since $S^TS=1-4P+4P^2=1$, multiplication by $S$ preserves the Frobenius norm. Therefore

$$\begin{aligned}
|\mathrm{Tr}(D^2SK)|&=|\mathrm{Tr}(D\,SKD)|\le\|K\|d^2,\\
|\mathrm{Tr}(DSDK)|&=|\mathrm{Tr}(SD\,KD)|\le\|K\|d^2,\\
|\mathrm{Tr}(D^3K)|&=|\mathrm{Tr}(D^2\,KD)|\le\|K\|d^3,
\end{aligned}$$

where the last line uses $\|D^2\|_F\le d^2$. The weights $2,1,2$ give the claim.

In a calculation with a fixed, non-interacting Hamiltonian, a code that drops entries of $P$ can sum their squares to get $d^2$, and the bound then limits the error in $\Omega$. Evaluating $\mathrm{Tr}(LK)$ directly leaves the error $\mathrm{Tr}(DK)$, which is linear in $D$. This error is not always the larger one: if every dropped entry sits where the symmetric matrix $K$ has a zero, as can happen for a short-ranged Hamiltonian, then $\mathrm{Tr}(DK)=0$ and the direct trace is exact.

## Matrices, norms and the functional in Lean

The finite type `n` labels the basis functions. The opened scope `Matrix.Norms.L2Operator` makes `‖K‖` the operator norm; for symmetric $K$ this is the largest $|\varepsilon-\mu|$ over the orbital energies $\varepsilon$.

```lean
import Mathlib

open Matrix
open scoped Matrix.Norms.L2Operator

namespace DensityMatrixMinimization

noncomputable section

variable {n : Type*} [Fintype n] [DecidableEq n]
```

The functional takes $K$ as a single matrix, so $\mu$ does not appear separately.

```lean
/-- The density-matrix functional `Ω(L) = Tr((3L² - 2L³)K)`, where `K = H - μ` is the
Hamiltonian measured from the chemical potential. -/
def grandPotential (K L : Matrix n n ℝ) : ℝ :=
  trace (((3 : ℝ) • L ^ 2 - (2 : ℝ) • L ^ 3) * K)
```

The Frobenius norm needs its own name, since the norm bars are already in use.

```lean
/-- The Frobenius norm, the square root of the sum of all squared matrix entries. -/
def frob (A : Matrix n n ℝ) : ℝ := √(∑ i, ∑ j, A i j ^ 2)

/-- The matrix `S = 1 - 2P`, which is a reflection when `P` is a symmetric projector. -/
def reflection (P : Matrix n n ℝ) : Matrix n n ℝ := 1 - (2 : ℝ) • P
```

Two basic properties of `frob` follow: it is nonnegative, and its square is the sum of squared entries.

```lean
omit [DecidableEq n] in
lemma frob_nonneg (A : Matrix n n ℝ) : 0 ≤ frob A := Real.sqrt_nonneg _

omit [DecidableEq n] in
lemma frob_sq (A : Matrix n n ℝ) : frob A ^ 2 = ∑ i, ∑ j, A i j ^ 2 :=
  Real.sq_sqrt (Finset.sum_nonneg fun _ _ => Finset.sum_nonneg fun _ _ => sq_nonneg _)
```

## The exact expansion

The functional is first written as two traces of products.

```lean
lemma grandPotential_eq (K L : Matrix n n ℝ) :
    grandPotential K L = 3 * trace (L * (L * K)) - 2 * trace (L * (L * (L * K))) := by
  unfold grandPotential
  rw [pow_two, pow_three]
  simp only [Matrix.sub_mul, Matrix.smul_mul, Matrix.mul_assoc, trace_sub, trace_smul,
    smul_eq_mul]
```

In the next proof, `t1`, `t2` and `t3` are the cyclic identities used above. After multiplying out, `linear_combination` collects the terms.

```lean
/-- Exact expansion of the functional about a projector `P` that commutes with `K`:
there is no term linear in the density-matrix error `D`. -/
theorem grandPotential_expansion (K P D : Matrix n n ℝ) (hP : P * P = P)
    (hK : P * K = K * P) :
    grandPotential K (P + D) - grandPotential K P =
      2 * trace (D * D * reflection P * K) + trace (D * reflection P * D * K)
        - 2 * trace (D * D * D * K) := by
  have hPP : ∀ X : Matrix n n ℝ, P * (P * X) = P * X := fun X => by
    rw [← Matrix.mul_assoc, hP]
  -- cyclicity of the trace and [P, K] = 0 identify the remaining words
  have t1 : trace (P * (D * K)) = trace (D * (P * K)) := by
    rw [trace_mul_comm, Matrix.mul_assoc, ← hK]
  have t2 : trace (P * (D * (P * K))) = trace (D * (P * K)) := by
    rw [trace_mul_comm, Matrix.mul_assoc, Matrix.mul_assoc, ← hK, hPP]
  have t3 : trace (P * (D * (D * K))) = trace (D * (D * (P * K))) := by
    rw [trace_mul_comm, Matrix.mul_assoc, Matrix.mul_assoc, ← hK]
  rw [grandPotential_eq, grandPotential_eq]
  simp only [reflection, Matrix.add_mul, Matrix.mul_add, Matrix.sub_mul, Matrix.mul_sub,
    Matrix.smul_mul, Matrix.mul_smul, Matrix.mul_one, Matrix.mul_assoc, hPP,
    trace_add, trace_sub, trace_smul, smul_eq_mul]
  linear_combination t1 - 2 * t2 - 2 * t3
```

## The norm inequalities

Cauchy–Schwarz is applied to sums over index pairs.

```lean
omit [DecidableEq n] in
/-- Cauchy-Schwarz inequality for the trace of a product of two matrices. -/
theorem abs_trace_mul_le (A B : Matrix n n ℝ) : |trace (A * B)| ≤ frob A * frob B := by
  apply abs_le_of_sq_le_sq _ (mul_nonneg (frob_nonneg A) (frob_nonneg B))
  have h := Finset.sum_mul_sq_le_sq_mul_sq (Finset.univ : Finset (n × n))
    (fun p => A p.1 p.2) (fun p => B p.2 p.1)
  simp only [Fintype.sum_prod_type] at h
  rw [mul_pow, frob_sq, frob_sq, Finset.sum_comm (f := fun i j => B i j ^ 2)]
  simpa only [trace, diag_apply, Matrix.mul_apply] using h
```

For the operator norm, `hcol` treats one column at a time.

```lean
/-- The Frobenius norm of `K * A` is at most the operator norm of `K` times the Frobenius norm of
`A`. -/
theorem frob_mul_le_opNorm (K A : Matrix n n ℝ) : frob (K * A) ≤ ‖K‖ * frob A := by
  refine (le_abs_self _).trans
    (abs_le_of_sq_le_sq ?_ (mul_nonneg (norm_nonneg K) (frob_nonneg A)))
  -- apply the operator norm to each column of A
  have hcol : ∀ j, ∑ i, (K * A) i j ^ 2 ≤ ‖K‖ ^ 2 * ∑ i, A i j ^ 2 := fun j => by
    have h := pow_le_pow_left₀ (norm_nonneg _)
      (Matrix.l2_opNorm_mulVec K (WithLp.toLp 2 (fun i => A i j))) 2
    rw [mul_pow, EuclideanSpace.norm_sq_eq, EuclideanSpace.norm_sq_eq] at h
    simp only [Real.norm_eq_abs, sq_abs] at h
    exact h
  rw [mul_pow, frob_sq, frob_sq, Finset.sum_comm,
    Finset.sum_comm (f := fun i j => A i j ^ 2), Finset.mul_sum]
  exact Finset.sum_le_sum fun j _ => hcol j
```

Submultiplicativity is Cauchy–Schwarz for each entry of the product.

```lean
omit [DecidableEq n] in
/-- The Frobenius norm of a product is at most the product of the Frobenius norms. -/
theorem frob_mul_le (A B : Matrix n n ℝ) : frob (A * B) ≤ frob A * frob B := by
  refine (le_abs_self _).trans
    (abs_le_of_sq_le_sq ?_ (mul_nonneg (frob_nonneg A) (frob_nonneg B)))
  rw [mul_pow, frob_sq, frob_sq, frob_sq, Finset.sum_comm (f := fun i j => B i j ^ 2),
    Finset.sum_mul_sum]
  refine Finset.sum_le_sum fun i _ => Finset.sum_le_sum fun j _ => ?_
  rw [Matrix.mul_apply]
  exact Finset.sum_mul_sq_le_sq_mul_sq Finset.univ (fun k => A i k) (fun k => B k j)
```

For the reflection, `hS` is $S^TS=1$, and `htr` writes the squared Frobenius norm as $\mathrm{Tr}(B^TB)$.

```lean
/-- For a symmetric projector `P`, the reflection `1 - 2P` preserves the Frobenius norm. -/
theorem frob_reflection_mul (P A : Matrix n n ℝ) (hT : Pᵀ = P) (hP : P * P = P) :
    frob (reflection P * A) = frob A := by
  have hS : (reflection P)ᵀ * reflection P = 1 := by
    simp only [reflection, transpose_sub, transpose_one, transpose_smul, hT, Matrix.sub_mul,
      Matrix.mul_sub, Matrix.smul_mul, Matrix.mul_smul, Matrix.mul_one, Matrix.one_mul, hP]
    module
  have htr : ∀ B : Matrix n n ℝ, ∑ i, ∑ j, B i j ^ 2 = trace (Bᵀ * B) := fun B => by
    rw [Finset.sum_comm]
    simp only [trace, diag_apply, Matrix.mul_apply, transpose_apply, pow_two]
  unfold frob
  rw [htr, htr, transpose_mul, Matrix.mul_assoc, ← Matrix.mul_assoc _ (reflection P) A, hS,
    Matrix.one_mul]
```

## The error bound

The hypotheses `hT`, `hP` and `hK` say that $P$ is symmetric, idempotent and commutes with $K$. Neither $K$ nor $D$ has to be symmetric, and $P$ may fill any set of eigenstates. The theorem does not say that $P$ minimizes $\Omega$, nor how small $D$ is for a given cutoff radius; self-consistent changes of $H$ are also absent.

The steps `b1`, `b2` and `b3` are the three trace estimates, and `linarith` combines them with the expansion.

```lean
/-- For a symmetric projector `P` commuting with `K`, the functional at `P + D` differs from its
value at `P` by at most `‖K‖ (3d² + 2d³)`, where `d` is the Frobenius norm of `D`. -/
theorem abs_grandPotential_error_le (K P D : Matrix n n ℝ) (hT : Pᵀ = P) (hP : P * P = P)
    (hK : P * K = K * P) :
    |grandPotential K (P + D) - grandPotential K P| ≤
      ‖K‖ * (3 * frob D ^ 2 + 2 * frob D ^ 3) := by
  have hd := frob_nonneg D
  have hKD := frob_mul_le_opNorm K D
  -- move one factor D to the right end of each trace
  have cyc : ∀ X : Matrix n n ℝ, trace (D * X) = trace (X * D) := fun X => trace_mul_comm D X
  have b1 : |trace (D * D * reflection P * K)| ≤ frob D * (‖K‖ * frob D) := by
    have e : trace (D * D * reflection P * K) = trace (D * (reflection P * (K * D))) := by
      simpa only [Matrix.mul_assoc] using cyc (D * (reflection P * K))
    rw [e]
    refine (abs_trace_mul_le _ _).trans ?_
    rw [frob_reflection_mul P _ hT hP]
    gcongr
  have b2 : |trace (D * reflection P * D * K)| ≤ frob D * (‖K‖ * frob D) := by
    have e : trace (D * reflection P * D * K) = trace (reflection P * D * (K * D)) := by
      simpa only [Matrix.mul_assoc] using cyc (reflection P * (D * K))
    rw [e]
    refine (abs_trace_mul_le _ _).trans ?_
    rw [frob_reflection_mul P _ hT hP]
    gcongr
  have b3 : |trace (D * D * D * K)| ≤ frob D * frob D * (‖K‖ * frob D) := by
    have e : trace (D * D * D * K) = trace (D * D * (K * D)) := by
      simpa only [Matrix.mul_assoc] using cyc (D * (D * K))
    rw [e]
    exact (abs_trace_mul_le _ _).trans
      (mul_le_mul (frob_mul_le D D) hKD (frob_nonneg _) (mul_nonneg hd hd))
  rw [grandPotential_expansion K P D hP hK]
  rw [abs_le] at b1 b2 b3 ⊢
  constructor <;> linarith [b1.1, b1.2, b2.1, b2.2, b3.1, b3.2]
```

## A two-level system that attains the bound

Take levels $-1$ and $1$ with the lower one filled, and raise its occupation to $1+t$ with $t\ge0$. For $t>0$ this violates the Pauli principle, so $P+D$ is only a trial matrix for the functional and not a physical density matrix. Then $\|K\|=1$, $d=t$, and

$$\Omega(P+D)-\Omega(P)=1-\big(3(1+t)^2-2(1+t)^3\big)=3t^2+2t^3.$$

Small $t$ shows that the constant $3$ is optimal, and large $t$ does the same for $2$. The proof computes the norms and this difference separately. The symmetry of $P$ is a library lemma on diagonal matrices, and $P^2=P$ and $PK=KP$ are checked entry by entry.

```lean
/-- For levels `-1` and `1` with the lower one filled, formally raising the lower occupation to `1 +
t` turns the error bound into an equality for every `t ≥ 0`. For `t > 0` the raised occupation
exceeds one and is not physical. -/
theorem error_bound_sharp_witness (t : ℝ) (ht : 0 ≤ t) :
    let K : Matrix (Fin 2) (Fin 2) ℝ := diagonal ![-1, 1]
    let P : Matrix (Fin 2) (Fin 2) ℝ := diagonal ![1, 0]
    let D : Matrix (Fin 2) (Fin 2) ℝ := diagonal ![t, 0]
    Pᵀ = P ∧ P * P = P ∧ P * K = K * P ∧ frob D = t ∧
      |grandPotential K (P + D) - grandPotential K P| =
        ‖K‖ * (3 * frob D ^ 2 + 2 * frob D ^ 3) := by
  intro K P D
  have hD : frob D = t := by
    simp [D, frob, Fin.sum_univ_two, Real.sqrt_sq ht]
  have hn : ‖K‖ = 1 := by
    rw [show K = diagonal ![-1, 1] from rfl, Matrix.l2_opNorm_diagonal]
    apply le_antisymm
    · rw [pi_norm_le_iff_of_nonneg zero_le_one]
      intro i
      fin_cases i <;> simp
    · simpa using norm_le_pi_norm (![-1, 1] : Fin 2 → ℝ) 0
  have hΩ : grandPotential K (P + D) - grandPotential K P = 3 * t ^ 2 + 2 * t ^ 3 := by
    simp only [K, P, D, grandPotential_eq, diagonal_add, diagonal_mul_diagonal,
      trace_diagonal, Fin.sum_univ_two, Matrix.cons_val_zero, Matrix.cons_val_one]
    ring
  refine ⟨diagonal_transpose _, ?_, ?_, hD, ?_⟩
  · ext i j
    fin_cases i <;> fin_cases j <;> simp [P]
  · ext i j
    fin_cases i <;> fin_cases j <;> simp [P, K]
  · rw [hΩ, hn, hD, one_mul, abs_of_nonneg (by positivity)]

end

end DensityMatrixMinimization
```

```lean
#print axioms DensityMatrixMinimization.abs_grandPotential_error_le
-- 'DensityMatrixMinimization.abs_grandPotential_error_le' depends on axioms: [propext, Classical.choice, Quot.sound]
```
